# The one-particle lattice density functional is continuous up to empty sites

If the minimal energy at fixed density could jump when a site empties, energies computed at small positive occupations need not approach the energy at the empty site. Replacing a zero density by a small positive number, and then renormalising, could change the energy by a finite amount however small that number was. For one particle on finitely many sites, no such jump occurs: the minimal energy is continuous on the whole probability simplex, boundary included.

## Density matrices with prescribed site densities

The sites are labelled by `Fin L`, that is $0,\dots,L-1$, and a density is a real vector $\rho=(\rho_i)$.

In Lean 4 with Mathlib:

```lean
import Mathlib

open Matrix Filter Topology
open scoped ComplexOrder

namespace LatticeDensityContinuity

noncomputable section

variable {L : ℕ}
```

A state of the particle is a density matrix $\Gamma$, a complex positive semidefinite $L\times L$ matrix, possibly mixed. Its diagonal entry $\Gamma_{ii}$ is the occupation of site $i$. `Admissible ρ` is the set of all such $\Gamma$ with $\Gamma_{ii}=\rho_i$. The trace is not fixed separately: on the probability simplex, where $\rho_i\ge 0$ and $\sum_i\rho_i=1$, it equals one automatically.

```lean
/-- The one-particle density matrices with site densities `ρ`: positive semidefinite
matrices whose diagonal is `ρ`. -/
def Admissible (ρ : Fin L → ℝ) : Set (Matrix (Fin L) (Fin L) ℂ) :=
  {Γ | Γ.PosSemidef ∧ ∀ i, Γ i i = (ρ i : ℂ)}
```

The matrix $T$ is the one-particle Hamiltonian, with hopping off the diagonal and any fixed site energies on it. The energy is $E_T(\Gamma)=\mathrm{Re}\,\mathrm{tr}(T\Gamma)$.

```lean
/-- The energy `Re tr(T Γ)` of a density matrix. -/
def energy (T Γ : Matrix (Fin L) (Fin L) ℂ) : ℝ := (Matrix.trace (T * Γ)).re
```

The density functional is $F(\rho)=\inf\{E_T(\Gamma):\Gamma_{ii}=\rho_i \text{ for all } i\}$, with $\Gamma$ positive semidefinite. It is defined as an infimum; that it is a minimum for every nonnegative density is proved below.

```lean
/-- The density functional: the infimum of the energy over all density matrices with
site densities `ρ`. -/
def minEnergy (T : Matrix (Fin L) (Fin L) ℂ) (ρ : Fin L → ℝ) : ℝ :=
  sInf (energy T '' Admissible ρ)
```

To compare two densities $\rho$ and $\sigma$, let $m_i=\min(\rho_i,\sigma_i)$ be their common part, and define the cost

$$C(\rho,\sigma)=\sum_{i,j}|T_{ij}|\left(\sqrt{\rho_i}\sqrt{\rho_j}-\sqrt{m_i}\sqrt{m_j}\right)+\sum_i|T_{ii}|(\sigma_i-m_i).$$

It will bound the energy increase caused by changing $\rho$ into $\sigma$.

```lean
/-- An explicit cost of changing the density from `ρ` to `σ`, built from the common part
`min ρ σ` of the two densities. -/
def transferCost (T : Matrix (Fin L) (Fin L) ℂ) (ρ σ : Fin L → ℝ) : ℝ :=
  (∑ i, ∑ j, ‖T i j‖ * (√(ρ i) * √(ρ j) - √(min (ρ i) (σ i)) * √(min (ρ j) (σ j))))
    + ∑ i, ‖T i i‖ * (σ i - min (ρ i) (σ i))
```

For Hermitian $T$ and $\Gamma$, taking the real part loses nothing, because

$$\overline{\mathrm{tr}(T\Gamma)}=\mathrm{tr}\big((T\Gamma)^\dagger\big)=\mathrm{tr}(\Gamma T)=\mathrm{tr}(T\Gamma).$$

The continuity theorem below allows any complex $T$, so the Hermitian case is included.

```lean
/-- For Hermitian `T` and `Γ` the trace `tr(T Γ)` is real and equals the energy. -/
theorem energy_eq_trace {T Γ : Matrix (Fin L) (Fin L) ℂ} (hT : T.IsHermitian)
    (hΓ : Γ.IsHermitian) : (energy T Γ : ℂ) = Matrix.trace (T * Γ) := by
  apply Complex.conj_eq_iff_re.mp
  change star (Matrix.trace (T * Γ)) = _
  rw [← Matrix.trace_conjTranspose, Matrix.conjTranspose_mul, hT.eq, hΓ.eq,
    Matrix.trace_mul_comm]
```

Written out in entries, the energy is $E_T(\Gamma)=\sum_{i,j}\mathrm{Re}(T_{ij}\Gamma_{ji})$.

```lean
theorem energy_eq_sum (T Γ : Matrix (Fin L) (Fin L) ℂ) :
    energy T Γ = ∑ i, ∑ j, (T i j * Γ j i).re := by
  simp only [energy, Matrix.trace, Matrix.diag_apply, Matrix.mul_apply, Complex.re_sum]
```

## Bounded coherences and an attained minimum

The determinant of a positive semidefinite matrix restricted to sites $i$ and $j$ is nonnegative. Since $\Gamma_{ji}=\overline{\Gamma_{ij}}$, this gives

$$0\le\rho_i\rho_j-|\Gamma_{ij}|^2,\qquad\text{hence}\qquad |\Gamma_{ij}|\le\sqrt{\rho_i}\sqrt{\rho_j}.$$

An empty site therefore has no coherence with any other site. The proof takes the minor with `submatrix ![i, j]`; for $i=j$ its determinant is zero and the bound still holds.

```lean
/-- Coherences are bounded by the densities: `|Γ_ij| ≤ √ρ_i √ρ_j`. -/
theorem norm_entry_le {ρ : Fin L → ℝ} {Γ : Matrix (Fin L) (Fin L) ℂ}
    (hΓ : Γ ∈ Admissible ρ) (i j : Fin L) : ‖Γ i j‖ ≤ √(ρ i) * √(ρ j) := by
  have hpos : ∀ k, 0 ≤ ρ k := by
    intro k
    have h := (hΓ.1.submatrix ![k]).det_nonneg
    rw [Matrix.det_fin_one] at h
    simpa [hΓ.2 k] using h
  -- the two-by-two minor on sites i, j is nonnegative
  have h := (hΓ.1.submatrix ![i, j]).det_nonneg
  rw [Matrix.det_fin_two] at h
  change 0 ≤ Γ i i * Γ j j - Γ i j * Γ j i at h
  have hji : Γ j i = (starRingEnd ℂ) (Γ i j) := (hΓ.1.isHermitian.apply j i).symm
  rw [hΓ.2 i, hΓ.2 j, hji, Complex.mul_conj] at h
  have h' : 0 ≤ ρ i * ρ j - Complex.normSq (Γ i j) := by exact_mod_cast h
  rw [Complex.normSq_eq_norm_sq] at h'
  refine (le_abs_self _).trans (abs_le_of_sq_le_sq ?_ (by positivity))
  rw [mul_pow, Real.sq_sqrt (hpos i), Real.sq_sqrt (hpos j)]
  linarith
```

All entries of an admissible $\Gamma$ thus lie in closed discs of fixed radii, and a finite product of such discs is compact. The admissible set is also closed, being cut out by the conditions $\Gamma^\dagger=\Gamma$, $x^\dagger\Gamma x\ge 0$ for every vector $x$, and $\Gamma_{ii}=\rho_i$, each of which survives limits. A closed subset of a compact set is compact.

```lean
/-- The density matrices with given site densities form a compact set. -/
theorem isCompact_admissible (ρ : Fin L → ℝ) : IsCompact (Admissible ρ) := by
  have hK : IsCompact {M : Fin L → Fin L → ℂ | ∀ i j, ‖M i j‖ ≤ √(ρ i) * √(ρ j)} := by
    have e : {M : Fin L → Fin L → ℂ | ∀ i j, ‖M i j‖ ≤ √(ρ i) * √(ρ j)} =
        Set.pi Set.univ (fun i => Set.pi Set.univ
          (fun j => Metric.closedBall (0 : ℂ) (√(ρ i) * √(ρ j)))) := by
      ext M
      simp [Set.mem_pi]
    rw [e]
    exact isCompact_univ_pi fun i => isCompact_univ_pi fun j => isCompact_closedBall _ _
  have hK' : IsCompact {M : Matrix (Fin L) (Fin L) ℂ |
      ∀ i j, ‖M i j‖ ≤ √(ρ i) * √(ρ j)} := hK
  refine hK'.of_isClosed_subset ?_ (fun Γ hΓ => norm_entry_le hΓ)
  have e : Admissible ρ = {Γ | Γᴴ = Γ} ∩
      ((⋂ x : Fin L → ℂ, {Γ | 0 ≤ star x ⬝ᵥ (Γ *ᵥ x)}) ∩ ⋂ i, {Γ | Γ i i = (ρ i : ℂ)}) := by
    ext Γ
    simp only [Admissible, Matrix.posSemidef_iff_dotProduct_mulVec, Matrix.IsHermitian,
      Set.mem_ofPred_eq, Set.mem_inter_iff, Set.mem_iInter, and_assoc]
  rw [e]
  refine (isClosed_eq continuous_id.matrix_conjTranspose continuous_id).inter
    ((isClosed_iInter fun x => isClosed_le continuous_const ?_).inter
      (isClosed_iInter fun i => isClosed_eq (continuous_id.matrix_elem i i) continuous_const))
  have hm : ∀ i, Continuous fun Γ : Matrix (Fin L) (Fin L) ℂ => (Γ *ᵥ x) i := by
    intro i
    change Continuous fun Γ : Matrix (Fin L) (Fin L) ℂ => ∑ j, Γ i j * x j
    refine continuous_finsetSum _ fun j _ => ?_
    have he : Continuous fun Γ : Matrix (Fin L) (Fin L) ℂ => Γ i j :=
      continuous_id.matrix_elem i j
    exact he.mul continuous_const
  exact continuous_finsetSum _ fun i _ => continuous_const.mul (hm i)
```

If every $\rho_i\ge0$, the set contains the diagonal matrix with entries $\rho_i$, so it is not empty. The energy is a finite sum of continuous functions of the entries, and a continuous function on a nonempty compact set attains its minimum. `IsLeast` says exactly this: $F(\rho)$ is the energy of some admissible $\Gamma$, and no admissible matrix has a lower one.

```lean
/-- For every nonnegative density the minimum of the energy is attained. -/
theorem minEnergy_isLeast (T : Matrix (Fin L) (Fin L) ℂ) {ρ : Fin L → ℝ}
    (hρ : ∀ i, 0 ≤ ρ i) : IsLeast (energy T '' Admissible ρ) (minEnergy T ρ) := by
  have hne : (Admissible ρ).Nonempty :=
    ⟨Matrix.diagonal fun i => (ρ i : ℂ),
      Matrix.posSemidef_diagonal_iff.mpr fun i => by exact_mod_cast hρ i, fun i => by simp⟩
  have hc : Continuous (energy T) := by
    rw [funext (energy_eq_sum T)]
    exact continuous_finsetSum _ fun i _ => continuous_finsetSum _ fun j _ =>
      Complex.continuous_re.comp (continuous_const.mul (continuous_id.matrix_elem j i))
  obtain ⟨Γ, hΓ, hmin⟩ := (isCompact_admissible ρ).exists_isMinOn hne hc.continuousOn
  have h : IsLeast (energy T '' Admissible ρ) (energy T Γ) := by
    refine ⟨⟨Γ, hΓ, rfl⟩, ?_⟩
    rintro _ ⟨Γ', hΓ', rfl⟩
    exact hmin hΓ'
  rw [minEnergy, h.csInf_eq]
  exact h
```

## Moving a state from one density to another

Let $\Gamma$ be a minimiser for $\rho$, and let $\sigma$ be the target density. Set $s_i=\sqrt{m_i}/\sqrt{\rho_i}$ when $\rho_i>0$ and $s_i=0$ when $\rho_i=0$, so that $0\le s_i\le1$ and $s_i\sqrt{\rho_i}=\sqrt{m_i}$ in both cases. With $D=\mathrm{diag}(s_i)$ and $R=\mathrm{diag}(\sigma_i-m_i)$, the trial matrix is

$$\Gamma'=D\Gamma D+R.$$

Both terms are positive semidefinite, and $\Gamma'_{ii}=s_i^2\rho_i+\sigma_i-m_i=\sigma_i$, so $\Gamma'$ is admissible for $\sigma$. This is `hmem`.

Damping changes the energy by

$$\sum_{i,j}(s_is_j-1)\,\mathrm{Re}(T_{ij}\Gamma_{ji})\le\sum_{i,j}(1-s_is_j)|T_{ij}|\sqrt{\rho_i}\sqrt{\rho_j},$$

and the right-hand side is the first sum in $C(\rho,\sigma)$; this is `hdamp`. The added density contributes $\sum_i\mathrm{Re}(T_{ii})(\sigma_i-m_i)$, which is at most the second sum; this is `hrest`. Since $F(\sigma)\le E_T(\Gamma')$,

$$F(\sigma)\le F(\rho)+C(\rho,\sigma).$$

```lean
/-- For nonnegative `ρ` and `σ`, changing the density from `ρ` to `σ` raises the minimal energy by
at most the transfer cost. -/
theorem minEnergy_le_add_cost (T : Matrix (Fin L) (Fin L) ℂ) {ρ σ : Fin L → ℝ}
    (hρ : ∀ i, 0 ≤ ρ i) (hσ : ∀ i, 0 ≤ σ i) :
    minEnergy T σ ≤ minEnergy T ρ + transferCost T ρ σ := by
  obtain ⟨Γ, hΓ, hE⟩ := (minEnergy_isLeast T hρ).1
  -- damping factors that reduce ρ to the common part of ρ and σ
  obtain ⟨s, hs0, hs1, hs⟩ : ∃ s : Fin L → ℝ, (∀ i, 0 ≤ s i) ∧ (∀ i, s i ≤ 1) ∧
      ∀ i, s i * √(ρ i) = √(min (ρ i) (σ i)) := by
    refine ⟨fun i => √(min (ρ i) (σ i)) / √(ρ i), fun i => by positivity, fun i =>
      div_le_one_of_le₀ (Real.sqrt_le_sqrt (min_le_left _ _)) (Real.sqrt_nonneg _), fun i => ?_⟩
    by_cases h : ρ i = 0
    · simp [h, min_eq_left (hσ i)]
    · have h' : √(ρ i) ≠ 0 := (Real.sqrt_pos.2 (lt_of_le_of_ne (hρ i) (Ne.symm h))).ne'
      exact div_mul_cancel₀ _ h'
  let D : Matrix (Fin L) (Fin L) ℂ := Matrix.diagonal fun i => (s i : ℂ)
  let R : Matrix (Fin L) (Fin L) ℂ :=
    Matrix.diagonal fun i => ((σ i - min (ρ i) (σ i) : ℝ) : ℂ)
  have hD : Dᴴ = D := by
    ext i j
    by_cases h : i = j
    · subst h; simp [D]
    · simp [D, h, Ne.symm h]
  have hA : ∀ i j, (D * Γ * D) i j = (s i : ℂ) * Γ i j * (s j : ℂ) := fun i j => by
    simp only [D, Matrix.mul_diagonal, Matrix.diagonal_mul]
  have hmem : D * Γ * D + R ∈ Admissible σ := by
    constructor
    · have h1 := hΓ.1.mul_mul_conjTranspose_same D
      rw [hD] at h1
      exact h1.add (Matrix.posSemidef_diagonal_iff.mpr fun i => by
        exact_mod_cast sub_nonneg.2 (min_le_right (ρ i) (σ i)))
    · intro i
      have h2 : s i * ρ i * s i = min (ρ i) (σ i) := by
        rw [← Real.sq_sqrt (le_min (hρ i) (hσ i)), ← hs i, mul_pow, Real.sq_sqrt (hρ i)]
        ring
      have h3 : R i i = ((σ i - min (ρ i) (σ i) : ℝ) : ℂ) := Matrix.diagonal_apply_eq _ _
      rw [Matrix.add_apply, hA, hΓ.2 i, h3, ← h2]
      push_cast
      ring
  -- energy of the damped part, entry by entry
  have hdamp : energy T (D * Γ * D) ≤ energy T Γ + ∑ i, ∑ j, ‖T i j‖ *
      (√(ρ i) * √(ρ j) - √(min (ρ i) (σ i)) * √(min (ρ j) (σ j))) := by
    rw [energy_eq_sum, energy_eq_sum, ← Finset.sum_add_distrib]
    refine Finset.sum_le_sum fun i _ => ?_
    rw [← Finset.sum_add_distrib]
    refine Finset.sum_le_sum fun j _ => ?_
    have hz : T i j * (D * Γ * D) j i = ((s j * s i : ℝ) : ℂ) * (T i j * Γ j i) := by
      rw [hA]; push_cast; ring
    rw [hz, Complex.re_ofReal_mul, ← hs i, ← hs j]
    have h1 : -(T i j * Γ j i).re ≤ ‖T i j‖ * (√(ρ j) * √(ρ i)) := by
      refine (neg_le_abs _).trans ((Complex.abs_re_le_norm _).trans ?_)
      rw [norm_mul]
      exact mul_le_mul_of_nonneg_left (norm_entry_le hΓ j i) (norm_nonneg _)
    have h2 : s j * s i ≤ 1 := mul_le_one₀ (hs1 j) (hs0 i) (hs1 i)
    have h3 := mul_le_mul_of_nonneg_left h1 (sub_nonneg.2 h2)
    nlinarith [h3]
  -- energy of the density added on the diagonal
  have hrest : energy T R ≤ ∑ i, ‖T i i‖ * (σ i - min (ρ i) (σ i)) := by
    have h : energy T R = ∑ i, (T i i).re * (σ i - min (ρ i) (σ i)) := by
      simp only [energy, R, Matrix.trace, Matrix.diag_apply, Matrix.mul_diagonal,
        Complex.re_sum, Complex.re_mul_ofReal]
    rw [h]
    exact Finset.sum_le_sum fun i _ => mul_le_mul_of_nonneg_right (Complex.re_le_norm _)
      (sub_nonneg.2 (min_le_right _ _))
  have hadd : energy T (D * Γ * D + R) = energy T (D * Γ * D) + energy T R := by
    simp only [energy, Matrix.mul_add, Matrix.trace_add, Complex.add_re]
  have hle := (minEnergy_isLeast T hσ).2 ⟨_, hmem, rfl⟩
  rw [← hE, transferCost]
  linarith
```

## Continuity on the closed simplex

Exchanging the roles of the two densities gives a lower bound as well:

$$F(\rho)-C(\sigma,\rho)\le F(\sigma)\le F(\rho)+C(\rho,\sigma).$$

Minima and square roots are continuous, also at zero, so both costs are continuous in $\sigma$. At $\sigma=\rho$ they vanish. As $\sigma\to\rho$ within the simplex, $F(\sigma)$ is squeezed to $F(\rho)$.

In words, the theorem says that for every complex $T$ the minimum is attained at each density in `stdSimplex ℝ (Fin L)`, and that $F$ is continuous on this set. `ContinuousOn` means continuity with respect to approach from inside the simplex, which at a boundary point includes densities that fill an empty site as well as those that leave it empty. The statement concerns one particle on a finite lattice with $T$ held fixed; it covers neither interacting particles nor the limit of infinitely many sites.

```lean
/-- On the whole probability simplex, including densities that vanish at some sites, the
minimal energy at fixed density is attained and depends continuously on the density. -/
theorem minEnergy_continuousOn_simplex (T : Matrix (Fin L) (Fin L) ℂ) :
    (∀ ρ ∈ stdSimplex ℝ (Fin L), IsLeast (energy T '' Admissible ρ) (minEnergy T ρ)) ∧
      ContinuousOn (minEnergy T) (stdSimplex ℝ (Fin L)) := by
  refine ⟨fun ρ hρ => minEnergy_isLeast T hρ.1, fun ρ hρ => ?_⟩
  have h0 : transferCost T ρ ρ = 0 := by simp [transferCost]
  have c1 : Continuous fun σ => minEnergy T ρ - transferCost T σ ρ := by
    unfold transferCost; fun_prop
  have c2 : Continuous fun σ => minEnergy T ρ + transferCost T ρ σ := by
    unfold transferCost; fun_prop
  have t1 := (c1.tendsto ρ).mono_left (nhdsWithin_le_nhds (s := stdSimplex ℝ (Fin L)))
  have t2 := (c2.tendsto ρ).mono_left (nhdsWithin_le_nhds (s := stdSimplex ℝ (Fin L)))
  simp only [h0, sub_zero, add_zero] at t1 t2
  -- squeeze between the two transfer estimates
  refine tendsto_of_tendsto_of_tendsto_of_le_of_le' t1 t2 ?_ ?_
  · filter_upwards [self_mem_nhdsWithin] with σ hσ
    linarith [minEnergy_le_add_cost T hσ.1 hρ.1]
  · filter_upwards [self_mem_nhdsWithin] with σ hσ
    exact minEnergy_le_add_cost T hρ.1 hσ.1
```

## Two sites: a square root at the edge

Continuity does not in general improve to a Lipschitz bound. Take two sites with hopping amplitude $-t$ and no site energies.

```lean
/-- The hopping matrix of two sites with amplitude `-t`. -/
def dimer (t : ℝ) : Matrix (Fin 2) (Fin 2) ℂ := !![0, -(t : ℂ); -(t : ℂ), 0]
```

Here $E_T(\Gamma)=-t\,\mathrm{Re}(\Gamma_{01}+\Gamma_{10})$. For $t\ge0$ the coherence bound gives $E_T(\Gamma)\ge-2t\sqrt{\rho_0}\sqrt{\rho_1}$. The matrix $\Gamma_{ij}=\sqrt{\rho_i}\sqrt{\rho_j}$ reaches this value; for a normalised density it is the pure state with amplitudes $\sqrt{\rho_i}$. In the code it is `Aᴴ * A`, with `A` the row of these amplitudes. Hence

$$F(\rho)=-2t\sqrt{\rho_0}\sqrt{\rho_1}.$$

```lean
/-- For two sites with hopping `t ≥ 0` the minimal energy is `-2t √ρ₀ √ρ₁`. -/
theorem minEnergy_dimer {t : ℝ} (ht : 0 ≤ t) {ρ : Fin 2 → ℝ} (hρ : ∀ i, 0 ≤ ρ i) :
    minEnergy (dimer t) ρ = -2 * t * (√(ρ 0) * √(ρ 1)) := by
  have hE : ∀ Γ, energy (dimer t) Γ = -t * ((Γ 0 1).re + (Γ 1 0).re) := fun Γ => by
    rw [energy_eq_sum]
    simp [dimer, Fin.sum_univ_two]
    ring
  let A : Matrix (Fin 1) (Fin 2) ℂ := Matrix.of fun _ i => ((√(ρ i) : ℝ) : ℂ)
  have hA : ∀ i j, (Aᴴ * A) i j = ((√(ρ i) * √(ρ j) : ℝ) : ℂ) := fun i j => by
    simp [A, Matrix.mul_apply]
  refine IsLeast.csInf_eq ⟨⟨Aᴴ * A, ⟨Matrix.posSemidef_conjTranspose_mul_self A, fun i => ?_⟩,
    ?_⟩, ?_⟩
  · rw [hA, Real.mul_self_sqrt (hρ i)]
  · rw [hE, hA, hA, Complex.ofReal_re, Complex.ofReal_re]
    ring
  · rintro _ ⟨Γ, hΓ, rfl⟩
    rw [hE]
    have h1 := (Complex.re_le_norm _).trans (norm_entry_le hΓ 0 1)
    have h2 := (Complex.re_le_norm _).trans (norm_entry_le hΓ 1 0)
    have h3 := mul_le_mul_of_nonneg_left (add_le_add h1 h2) ht
    nlinarith [h3]
```

Now let $t>0$ and compare $(1,0)$ with $(1-x,x)$. The densities differ by $2x$ in the sum of absolute values, while the energies differ by $2t\sqrt{x(1-x)}$. A Lipschitz constant $K$ would require $t\sqrt{x(1-x)}\le Kx$. Squaring and dividing by $x>0$ gives

$$t^2\le x(t^2+K^2).$$

The choice $x=t^2/\big(2(t^2+K^2)\big)$, which is at most $1/2$, makes the right-hand side $t^2/2$, a contradiction.

In this two-site model, moving a small occupation $x$ onto an empty site therefore lowers the minimal energy at fixed density by an amount of order $\sqrt{x}$, not of order $x$. Finite site energies would add only a term linear in $x$, so for $t>0$ the density that minimises the total energy never has an empty site.

```lean
/-- For two sites with hopping `t > 0` the minimal energy satisfies no Lipschitz bound on
the probability simplex. -/
theorem minEnergy_dimer_not_lipschitz {t : ℝ} (ht : 0 < t) :
    ¬ ∃ K : ℝ, ∀ ρ ∈ stdSimplex ℝ (Fin 2), ∀ σ ∈ stdSimplex ℝ (Fin 2),
      |minEnergy (dimer t) ρ - minEnergy (dimer t) σ| ≤ K * ∑ i, |ρ i - σ i| := by
  rintro ⟨K, hK⟩
  -- move a small density x onto the empty site
  obtain ⟨x, hx0, hxe⟩ : ∃ x : ℝ, 0 < x ∧ x * (t ^ 2 + K ^ 2) = t ^ 2 / 2 :=
    ⟨t ^ 2 / 2 / (t ^ 2 + K ^ 2), by positivity, div_mul_cancel₀ _ (by positivity)⟩
  have hx1 : x ≤ 1 := by
    by_contra h
    nlinarith [mul_pos (sub_pos.2 (not_le.1 h)) (pow_pos ht 2),
      mul_nonneg hx0.le (sq_nonneg K), pow_pos ht 2]
  have hρ : (![1, 0] : Fin 2 → ℝ) ∈ stdSimplex ℝ (Fin 2) :=
    ⟨Fin.forall_fin_two.2 ⟨zero_le_one, le_refl (0 : ℝ)⟩, by simp [Fin.sum_univ_two]⟩
  have hσ : (![1 - x, x] : Fin 2 → ℝ) ∈ stdSimplex ℝ (Fin 2) :=
    ⟨Fin.forall_fin_two.2 ⟨sub_nonneg.2 hx1, hx0.le⟩, by simp [Fin.sum_univ_two]⟩
  have e1 : minEnergy (dimer t) ![1, 0] = 0 := by
    rw [minEnergy_dimer ht.le hρ.1]; simp
  have e2 : minEnergy (dimer t) ![1 - x, x] = -2 * t * (√(1 - x) * √x) :=
    minEnergy_dimer ht.le hσ.1
  have e3 : ∑ i, |(![1, 0] : Fin 2 → ℝ) i - (![1 - x, x] : Fin 2 → ℝ) i| = 2 * x := by
    rw [Fin.sum_univ_two]
    change |1 - (1 - x)| + |0 - x| = 2 * x
    rw [show 1 - (1 - x) = x by ring, zero_sub, abs_neg, abs_of_pos hx0]
    ring
  have h := hK _ hρ _ hσ
  rw [e1, e2, e3] at h
  have h1 : t * (√(1 - x) * √x) ≤ K * x := by linarith [(le_abs_self _).trans h]
  have h2 := pow_le_pow_left₀ (by positivity) h1 2
  rw [mul_pow, mul_pow, mul_pow, Real.sq_sqrt (sub_nonneg.2 hx1), Real.sq_sqrt hx0.le] at h2
  have h3 : t ^ 2 * ((1 - x) * x) - K ^ 2 * x ^ 2 = x * (t ^ 2 / 2) := by
    linear_combination (-x) * hxe
  have h4 : 0 < x * (t ^ 2 / 2) := by positivity
  linarith

end

end LatticeDensityContinuity
```

```lean
#print axioms LatticeDensityContinuity.energy_eq_trace
-- 'LatticeDensityContinuity.energy_eq_trace' depends on axioms: [propext, Classical.choice, Quot.sound]
#print axioms LatticeDensityContinuity.minEnergy_continuousOn_simplex
-- 'LatticeDensityContinuity.minEnergy_continuousOn_simplex' depends on axioms: [propext, Classical.choice, Quot.sound]
#print axioms LatticeDensityContinuity.minEnergy_dimer_not_lipschitz
-- 'LatticeDensityContinuity.minEnergy_dimer_not_lipschitz' depends on axioms: [propext, Classical.choice, Quot.sound]
```
